# Four-spin ring exchange for spins 1/2 as pair exchanges and their products

An exact-diagonalisation code for a spin-1/2 model can apply the ring-exchange term of a plaquette by rotating four bits of a basis state, once in each direction. If the model's couplings are given for products of spin operators, this step rests on an identity that converts one form into the other, including the pair terms and the constant.

Let $\mathbf S_i$ be the spin operator on site $i$ in units of $\hbar$, and write $X_{ij}=\mathbf S_i\cdot\mathbf S_j$. For four distinct sites $i,j,k,l$, let $C$ be the operator that carries the spin states around the cycle $i\to j\to k\to l\to i$. Then

$$
C+C^{-1}=4\left(X_{ij}X_{kl}+X_{il}X_{jk}-X_{ik}X_{jl}\right)+X_{ij}+X_{ik}+X_{il}+X_{jk}+X_{jl}+X_{kl}+\tfrac14 .
$$

## Bit rotations and shifted pair couplings

Consider a term $K(C+C^{-1})$ with coupling $K$. For each basis state, the code reads the four bits of the plaquette, writes them back shifted one place around the ring, and adds $K$ to the corresponding matrix element. It then does the same for the opposite shift. When both shifts give the same state, the contributions add: the alternating configuration $\uparrow\downarrow\uparrow\downarrow$ goes to $\downarrow\uparrow\downarrow\uparrow$ with element $2K$, and four parallel spins give a diagonal element $2K$.

The conversion also changes the pair couplings. The rotation form contains a four-spin coupling $4K$, but it adds $K$ to every pair of the plaquette, diagonals included. On a periodic square lattice with at least three sites in each direction, a nearest-neighbour bond lies in two plaquettes and a diagonal bond in one. The rotations therefore add $2K$ to the nearest-neighbour coupling and $K$ to the diagonal one, with a constant $K/4$ per plaquette. A code that uses the rotations to represent the four-spin part alone must subtract these terms.

The same four-spin combination appears at fourth order in the strong-coupling expansion of the half-filled Hubbard model on a square lattice. The pair couplings of that expansion have their own coefficients and must be set separately.

## From bit rotations to spin products

**Dirac's identity.** Let $P_{ij}$ interchange the spin states of $i$ and $j$. With raising and lowering operators,

$$X_{ij}=S^z_iS^z_j+\tfrac12\left(S^+_iS^-_j+S^-_iS^+_j\right).$$

On parallel spins $X_{ij}$ gives $1/4$, so $2X_{ij}+\tfrac12$ gives $1$. On antiparallel spins the diagonal element of $X_{ij}$ is $-1/4$ and the element to the interchanged state is $1/2$, so $2X_{ij}+\tfrac12$ has elements $0$ and $1$. In both cases this is the interchange:

$$P_{ij}=2X_{ij}+\tfrac12 .$$

**Reduction to four values.** Fix all spins outside the four sites, and let $f(a,b,c,d)$ be the amplitude with values $a,b,c,d$ on $i,j,k,l$. At this configuration $C$ gives $f(b,c,d,a)$ and $C^{-1}$ gives $f(d,a,b,c)$. The operator identity

$$C+C^{-1}=P_{ij}P_{kl}+P_{il}P_{jk}-P_{ik}P_{jl}+P_{ik}+P_{jl}-1$$

therefore becomes

$$
\begin{aligned}
f(b,c,d,a)+f(d,a,b,c)={}&f(b,a,d,c)+f(d,c,b,a)-f(c,d,a,b)\\
&+f(c,b,a,d)+f(a,d,c,b)-f(a,b,c,d).
\end{aligned}
$$

Each variable has only two values, which leaves four cases.

- If $a=c$, the first two terms on the right equal the left side. The third cancels the fifth, and the fourth cancels the sixth.
- If $b=d$, the first two terms again equal the left side. The third cancels the fourth, and the fifth cancels the sixth.
- If $a\ne c$, $b\ne d$ and $a=b$, then $c=d$. The first term cancels the sixth and the second cancels the third, leaving $f(c,a,a,c)+f(a,c,c,a)$, which is the left side.
- If $a\ne c$, $b\ne d$ and $a\ne b$, then $a=d$ and $b=c$. The first term cancels the third and the second cancels the sixth, leaving $f(b,b,a,a)+f(a,a,b,b)$, which is the left side.

**Expansion.** Dirac's identity gives

$$P_{ij}P_{kl}=4X_{ij}X_{kl}+X_{ij}+X_{kl}+\tfrac14,$$

and likewise for the other two products. With their signs, the three products contribute the four-spin terms, the pair terms $X_{ij}+X_{kl}+X_{il}+X_{jk}-X_{ik}-X_{jl}$, and $\tfrac14$. The single interchanges add $2X_{ik}+2X_{jl}+1$, and the last term subtracts $1$. Every pair then has coefficient $1$, and the constant is $\tfrac14$.

For three sites, the cycle plus its inverse is $P_{ij}+P_{jk}+P_{ik}-1$, because at least two of the three spin values agree. Dirac's identity turns this into $2(X_{ij}+X_{jk}+X_{ik})+\tfrac12$, which has pair exchanges only.

## One column of the plaquette matrix

Number the sites $0,1,2,3$ around the square and start from $\uparrow\uparrow\downarrow\downarrow$. The two rotations give $\downarrow\uparrow\uparrow\downarrow$ and $\uparrow\downarrow\downarrow\uparrow$, each with element $1$. The spin form must reproduce this; three elements of the column are worked out here.

- **Diagonal element.** The four-spin part gives $4\left(\tfrac1{16}+\tfrac1{16}-\tfrac1{16}\right)=\tfrac14$. Two parallel and four antiparallel pairs give $-\tfrac12$, and the constant gives $\tfrac14$. The sum is $0$.
- **Element to $\downarrow\uparrow\uparrow\downarrow$.** Sites 0 and 2 are interchanged. The term $-4X_{02}X_{13}$ gives $-4\cdot\tfrac12\cdot\left(-\tfrac14\right)=\tfrac12$, and the pair term $X_{02}$ gives $\tfrac12$. The sum is $1$.
- **Element to $\downarrow\downarrow\uparrow\uparrow$.** All four spins flip. The terms $4X_{03}X_{12}$ and $-4X_{02}X_{13}$ give $1$ and $-1$, so the sum is $0$.

The last element tests the relative sign of the terms $4X_{03}X_{12}$ and $-4X_{02}X_{13}$.

## The Lean file

```lean
import Mathlib

open Equiv Function

namespace RingExchange

noncomputable section

variable {ι : Type*} [DecidableEq ι]

/-- Operators on the complex amplitudes of spin-1/2 configurations over the sites `ι`. -/
abbrev Op (ι : Type*) := Module.End ℂ ((ι → Fin 2) → ℂ)

/-- The three spin-1/2 matrices, in units of the reduced Planck constant. -/
def spinMatrix : Fin 3 → Matrix (Fin 2) (Fin 2) ℂ :=
  ![!![0, 1/2; 1/2, 0], !![0, -Complex.I/2; Complex.I/2, 0], !![1/2, 0; 0, -1/2]]

/-- The component `a` of the spin operator on site `i`. -/
def spin (a : Fin 3) (i : ι) : Op ι where
  toFun ψ s := ∑ b, spinMatrix a (s i) b * ψ (update s i b)
  map_add' ψ φ := by
    funext s
    simp only [Pi.add_apply, mul_add, Finset.sum_add_distrib]
  map_smul' c ψ := by
    funext s
    simp only [Pi.smul_apply, smul_eq_mul, RingHom.id_apply, Finset.mul_sum, mul_left_comm]

/-- The Heisenberg exchange operator `Si · Sj`. -/
def exchange (i j : ι) : Op ι := ∑ a, spin a i * spin a j

/-- The operator that carries the spin state of each site `i` to the site `σ i`. -/
def permOp (σ : Perm ι) : Op ι where
  toFun ψ s := ψ (s ∘ σ)
  map_add' _ _ := rfl
  map_smul' _ _ := rfl

/-- The cyclic permutation `i → j → k → i` of three sites. -/
def cycle3 (i j k : ι) : Perm ι := swap i j * swap j k

/-- The cyclic permutation `i → j → k → l → i` of four sites. -/
def cycle4 (i j k l : ι) : Perm ι := swap i j * swap j k * swap k l

omit [DecidableEq ι] in
/-- Permutation operators multiply as the permutations do. -/
theorem permOp_mul (σ τ : Perm ι) : permOp (σ * τ) = permOp σ * permOp τ := rfl

omit [DecidableEq ι] in
/-- The operator of a permutation times the operator of its inverse is the identity. -/
theorem permOp_mul_inv (σ : Perm ι) : permOp σ * permOp σ⁻¹ = 1 := by
  rw [← permOp_mul, mul_inv_cancel]
  rfl

/-- A permutation that moves at most the sites `i, j, k, l` changes a configuration
only by rearranging the spin values on these sites. -/
theorem permOp_apply_four (i j k l : ι) {τ : Perm ι}
    (h : ∀ x, x ≠ i → x ≠ j → x ≠ k → x ≠ l → τ x = x)
    (ψ : (ι → Fin 2) → ℂ) (s : ι → Fin 2) : permOp τ ψ s =
      ψ (update (update (update (update s i (s (τ i))) j (s (τ j))) k (s (τ k))) l
        (s (τ l))) := by
  change ψ (s ∘ τ) = _
  congr 1
  funext x
  by_cases hl : x = l
  · subst hl; simp
  by_cases hk : x = k
  · subst hk; simp [hl]
  by_cases hj : x = j
  · subst hj; simp [hl, hk]
  by_cases hi : x = i
  · subst hi; simp [hl, hk, hj]
  simp [hl, hk, hj, hi, h x hi hj hk hl]

/-- Dirac's exchange identity: interchanging two spins 1/2 is the operator
`2 Si · Sj + 1/2`. -/
theorem dirac_exchange {i j : ι} (hij : i ≠ j) :
    permOp (swap i j) = (2 : ℂ) • exchange i j + (1/2 : ℂ) • (1 : Op ι) := by
  -- the identity for the amplitudes of two spins
  have key : ∀ (f : Fin 2 → Fin 2 → ℂ) (p q : Fin 2), f q p =
      2 * (∑ a, ∑ b, spinMatrix a p b * ∑ c, spinMatrix a q c * f b c) + 1/2 * f p q := by
    intro f
    simp only [Fin.forall_fin_two, Fin.sum_univ_three, Fin.sum_univ_two, spinMatrix,
      Matrix.of_apply, Matrix.cons_val', Matrix.cons_val_fin_one, Matrix.cons_val_zero,
      Matrix.cons_val_one, Matrix.cons_val]
    refine ⟨⟨?_, ?_⟩, ⟨?_, ?_⟩⟩
    · linear_combination (-(f 1 1) / 2) * Complex.I_sq
    · linear_combination (f 1 0 / 2) * Complex.I_sq
    · linear_combination (f 0 1 / 2) * Complex.I_sq
    · linear_combination (-(f 0 0) / 2) * Complex.I_sq
  refine LinearMap.ext fun ψ => funext fun s => ?_
  have e : s ∘ swap i j = update (update s i (s j)) j (s i) := by
    rw [comp_swap_eq_update, update_comm hij.symm]
  have e0 : update (update s i (s i)) j (s j) = s := by simp
  have hk := key (fun b c => ψ (update (update s i b) j c)) (s i) (s j)
  simp only [e0, ← e] at hk
  have hs : ∀ (a : Fin 3) (m : ι) (φ : (ι → Fin 2) → ℂ) (t : ι → Fin 2),
      spin a m φ t = ∑ b, spinMatrix a (t m) b * φ (update t m b) := fun _ _ _ _ => rfl
  change ψ (s ∘ swap i j) = _
  simp only [exchange, LinearMap.add_apply, LinearMap.smul_apply, Pi.add_apply,
    Pi.smul_apply, smul_eq_mul, LinearMap.sum_apply, Finset.sum_apply,
    Module.End.mul_apply, Module.End.one_apply, hs, update_of_ne hij.symm]
  exact hk

/-- Three-spin ring exchange: the cyclic permutation of three spins 1/2 plus its inverse
is a sum of pair exchanges and a constant. -/
theorem three_spin_ring_exchange {i j k : ι} (hij : i ≠ j) (hik : i ≠ k) (hjk : j ≠ k) :
    permOp (cycle3 i j k) + permOp (cycle3 i j k)⁻¹ =
      (2 : ℂ) • (exchange i j + exchange j k + exchange i k) + (1/2 : ℂ) • (1 : Op ι) := by
  have perms : permOp (cycle3 i j k) + permOp (cycle3 i j k)⁻¹ =
      permOp (swap i j) + permOp (swap j k) + permOp (swap i k) - permOp 1 := by
    have hs : _ ∧ _ ∧ _ := ⟨hij.symm, hik.symm, hjk.symm⟩
    rw [show (cycle3 i j k)⁻¹ = swap j k * swap i j by simp [cycle3]]
    refine LinearMap.ext fun ψ => funext fun s => ?_
    simp only [LinearMap.add_apply, LinearMap.sub_apply, Pi.add_apply, Pi.sub_apply]
    have e := @permOp_apply_four ι _ i j k k
    rw [e, e, e, e, e, e] <;> clear e
    · simp only [cycle3, Perm.mul_apply, Perm.one_apply, swap_apply_def, ↓reduceIte, *]
      -- among three two-valued spins at least two agree
      have key : ∀ (f : Fin 2 → Fin 2 → Fin 2 → ℂ) (a b c : Fin 2),
          f b c a + f c a b = f b a c + f a c b + f c b a - f a b c := by
        intro f
        simp only [Fin.forall_fin_two]
        repeat' apply And.intro
        all_goals ring
      exact key (fun a b c => ψ (update (update (update (update s i a) j b) k c) k c)) _ _ _
    all_goals
      intro x _ _ _ _
      simp [cycle3, swap_apply_def, *]
  have h1 : permOp (1 : Perm ι) = 1 := rfl
  rw [perms, h1, dirac_exchange hij, dirac_exchange hjk, dirac_exchange hik]
  module

/-- For spins 1/2 the four-site cyclic permutation plus its inverse is a combination of
transpositions, products of two disjoint transpositions and the identity. -/
theorem cycle4_eq_transpositions {i j k l : ι} (hij : i ≠ j) (hik : i ≠ k) (hil : i ≠ l)
    (hjk : j ≠ k) (hjl : j ≠ l) (hkl : k ≠ l) :
    permOp (cycle4 i j k l) + permOp (cycle4 i j k l)⁻¹ =
      permOp (swap i j) * permOp (swap k l) + permOp (swap i l) * permOp (swap j k)
        - permOp (swap i k) * permOp (swap j l)
        + permOp (swap i k) + permOp (swap j l) - 1 := by
  have hs : _ ∧ _ ∧ _ ∧ _ ∧ _ ∧ _ :=
    ⟨hij.symm, hik.symm, hil.symm, hjk.symm, hjl.symm, hkl.symm⟩
  rw [show (cycle4 i j k l)⁻¹ = swap k l * swap j k * swap i j by simp [cycle4, mul_assoc],
    show (1 : Op ι) = permOp 1 from rfl, ← permOp_mul, ← permOp_mul, ← permOp_mul]
  refine LinearMap.ext fun ψ => funext fun s => ?_
  simp only [LinearMap.add_apply, LinearMap.sub_apply, Pi.add_apply, Pi.sub_apply]
  have e := @permOp_apply_four ι _ i j k l
  rw [e, e, e, e, e, e, e, e] <;> clear e
  · simp only [cycle4, Perm.mul_apply, Perm.one_apply, swap_apply_def, ↓reduceIte, *]
    -- the identity for the amplitudes of four two-valued spins
    have key : ∀ (f : Fin 2 → Fin 2 → Fin 2 → Fin 2 → ℂ) (a b c d : Fin 2),
        f b c d a + f d a b c =
          f b a d c + f d c b a - f c d a b + f c b a d + f a d c b - f a b c d := by
      intro f
      simp only [Fin.forall_fin_two]
      repeat' apply And.intro
      all_goals ring
    exact key (fun a b c d => ψ (update (update (update (update s i a) j b) k c) l d)) _ _ _ _
  all_goals
    intro x _ _ _ _
    simp [cycle4, swap_apply_def, *]

/-- Four-spin ring exchange: on any four distinct sites, the cyclic permutation plus its
inverse equals the four-spin terms plus all six pair exchanges plus `1/4`. -/
theorem four_spin_ring_exchange {i j k l : ι} (hij : i ≠ j) (hik : i ≠ k) (hil : i ≠ l)
    (hjk : j ≠ k) (hjl : j ≠ l) (hkl : k ≠ l) :
    permOp (cycle4 i j k l) + permOp (cycle4 i j k l)⁻¹ =
      (4 : ℂ) • (exchange i j * exchange k l + exchange i l * exchange j k
        - exchange i k * exchange j l)
      + (exchange i j + exchange i k + exchange i l
        + exchange j k + exchange j l + exchange k l)
      + (1/4 : ℂ) • (1 : Op ι) := by
  -- insert Dirac's identity for every transposition and expand
  rw [cycle4_eq_transpositions hij hik hil hjk hjl hkl, dirac_exchange hij,
    dirac_exchange hkl, dirac_exchange hil, dirac_exchange hjk, dirac_exchange hik,
    dirac_exchange hjl]
  simp only [mul_add, add_mul, smul_mul_assoc, mul_smul_comm, mul_one, one_mul]
  module

/-- Ring exchange on the square plaquette with sites `0, 1, 2, 3`, where the cyclic
permutation is the rotation taking each site to the next. -/
theorem plaquette_ring_exchange :
    permOp (finRotate 4) + permOp (finRotate 4)⁻¹ =
      (4 : ℂ) • (exchange 0 1 * exchange 2 3 + exchange 0 3 * exchange 1 2
        - exchange 0 2 * exchange 1 3)
      + (exchange 0 1 + exchange 0 2 + exchange 0 3
        + exchange 1 2 + exchange 1 3 + exchange 2 3)
      + (1/4 : ℂ) • (1 : Op (Fin 4)) := by
  have h : finRotate 4 = cycle4 0 1 2 3 := by
    ext x
    fin_cases x <;> rfl
  rw [h]
  exact four_spin_ring_exchange (by decide) (by decide) (by decide) (by decide)
    (by decide) (by decide)

end

end RingExchange
```

```lean
#print axioms RingExchange.permOp_mul_inv
#print axioms RingExchange.three_spin_ring_exchange
#print axioms RingExchange.four_spin_ring_exchange
#print axioms RingExchange.plaquette_ring_exchange
```

```
'RingExchange.permOp_mul_inv' depends on axioms: [propext, Classical.choice, Quot.sound]
'RingExchange.three_spin_ring_exchange' depends on axioms: [propext, Classical.choice, Quot.sound]
'RingExchange.four_spin_ring_exchange' depends on axioms: [propext, Classical.choice, Quot.sound]
'RingExchange.plaquette_ring_exchange' depends on axioms: [propext, Classical.choice, Quot.sound]
```

## Operators, conventions and range of the theorems

A configuration is a function `ι → Fin 2`, with value 0 for spin up and 1 for spin down along $z$. `Op ι` is the type of linear operators on complex amplitudes of configurations. For $N$ sites the amplitudes form the usual space of dimension $2^N$. The set of sites may also be infinite; the amplitudes are then arbitrary functions, with no Hilbert-space structure. No normalisation or inner product is used.

`spin a i` applies component `a` of the spin matrices to site `i`, and `exchange i j` is $X_{ij}$. `permOp σ` moves the spin state of site $i$ to site $\sigma(i)$; on amplitudes it reads $\psi(s\circ\sigma)$. This fixes the direction of the cycle, although the sum with the inverse is the same for either direction. Spin states are moved between sites without fermionic signs.

`four_spin_ring_exchange` is the displayed identity, and its six inequalities say that the four sites are distinct. They need not form a square, and the system may contain any further sites. `plaquette_ring_exchange` is the case of exactly four sites with the rotation $n\to n+1$.

The result is an algebraic identity for spins 1/2 and does not extend to larger spins in this form. It fixes neither the value nor the sign of $K$. The lattice bond counts and the relation to the Hubbard expansion rest on separate arguments.

## How the lemmas follow the calculation

`permOp_mul` shows that permutation operators multiply as the permutations do, and `permOp_mul_inv` follows from it. Used for a permutation and for its inverse, it shows that the operator of the inverse permutation is the $C^{-1}$ of the formula.

`dirac_exchange` proves the interchange identity. Its inner statement `key` treats the amplitudes of two spins and checks the four pairs of values. The file uses the $x,y,z$ components where the derivation above uses raising and lowering operators, so `linear_combination` supplies the fact that the imaginary unit squares to $-1$ for the products of $y$ matrices.

`permOp_apply_four` is the reduction to four values: a permutation that fixes all other sites only rearranges the spins on the chosen ones. `three_spin_ring_exchange` uses it with the last site repeated. `cycle4_eq_transpositions` uses it for all the permutations in the four-site identity and then proves the equation for $f$. Where the derivation above groups the values into four cases, `key` splits into all sixteen assignments and `ring` closes each.

`four_spin_ring_exchange` substitutes Dirac's identity for the six interchanges. `simp` expands the products, and `module` collects the coefficients. For the plaquette, the proof compares `finRotate 4` with `cycle4 0 1 2 3` site by site and applies the general theorem.
